# When all rigid-rotation Raman tensors vanish: isotropy of a differentiable, rotation-covariant polarizability

We treat the polarizability as a function \(A\) on all configurations of \(N\) atoms and define a Raman tensor as its directional derivative, taken component by component. This needs no norm on the polarizability matrices. The displacement is a plain Cartesian pattern, without mass weighting or normal-mode normalisation.

```lean
import Mathlib

open Matrix

namespace RigidRotationRaman

noncomputable section
```

Polarizabilities, rotations and generators are all real \(3\times3\) matrices, so \(A\) describes a static or off-resonant response without damping. Cartesian indices run over \(0,1,2\).

```lean
/-- Real 3x3 matrices, used for polarizabilities, rotations and their generators. -/
abbrev Mat := Matrix (Fin 3) (Fin 3) ℝ
```

A configuration \(x\) assigns a position \(x_k\in\mathbb R^3\) to each atom \(k\). The atoms are labelled, so \(A\) may treat different elements differently.

```lean
/-- The positions of `N` atoms in space. -/
abbrev Config (N : ℕ) := Fin N → Fin 3 → ℝ
```

A matrix \(M\) acts on a configuration by \((Mx)_k=Mx_k\), written `move M x`. Rotations are therefore about the origin.

```lean
/-- The matrix `M` applied to the position vector of every atom. -/
def move {N : ℕ} (M : Mat) (x : Config N) : Config N := fun k => M *ᵥ x k
```

A rotation is a matrix \(R\) with \(RR^T=1\) and \(\det R=1\). Reflections are left out because the results below do not use them. Chiral molecules are allowed either way, since covariance under a reflection would only relate a molecule to its mirror image.

```lean
/-- A proper rotation: an orthogonal matrix of determinant one. -/
def IsRotation (R : Mat) : Prop := R * Rᵀ = 1 ∧ R.det = 1
```

The physical postulate is covariance, \(A(Rx)=R\,A(x)\,R^T\). It stands for the isotropy of free space: no external field and no surroundings fix a direction in the laboratory. It is assumed here for every configuration, not derived from an electronic Hamiltonian.

```lean
/-- The polarizability turns with the molecule: `A(Rx) = R A(x) Rᵀ` for every rotation. -/
def RotationCovariant {N : ℕ} (A : Config N → Mat) : Prop :=
  ∀ R, IsRotation R → ∀ x, A (move R x) = R * A x * Rᵀ
```

For a displacement pattern \(u\), the Raman tensor has components \(D A_{ij}(x)[u]\). Lean's `fderiv` returns zero where no derivative exists, so the theorems assume that each component is differentiable at \(x\).

```lean
/-- The Raman tensor of the displacement pattern `u`: the derivative along `u` of each component
of the polarizability, for components differentiable at `x`. -/
def ramanTensor {N : ℕ} (A : Config N → Mat) (x u : Config N) : Mat :=
  Matrix.of fun i j => fderiv ℝ (fun y => A y i j) x u
```

The generators \(L_0,L_1,L_2\) of rotations about the Cartesian axes act as \(L_k v=e_k\times v\), with \(e_k\) the unit vector along axis \(k\).

```lean
/-- The generators of rotations about the three Cartesian axes. -/
def axisGen : Fin 3 → Mat :=
  ![!![0, 0, 0; 0, 0, -1; 0, 1, 0], !![0, 0, 1; 0, 0, 0; -1, 0, 0],
    !![0, -1, 0; 1, 0, 0; 0, 0, 0]]
```

The squared anisotropy of a symmetric matrix \(S\) is \(\gamma^2(S)=\tfrac12\left(3\,\mathrm{tr}\,S^2-(\mathrm{tr}\,S)^2\right)\).

```lean
/-- The squared anisotropy `(3 tr S² - (tr S)²) / 2` of a symmetric polarizability `S`. -/
def anisotropySq (S : Mat) : ℝ := (3 * (S * S).trace - S.trace ^ 2) / 2
```

## (a) Exponentials of antisymmetric matrices

**Task.** Let \(W^T=-W\). Show that \(e^W\) is a proper rotation:
\[
e^W(e^W)^T=1,\qquad \det e^W=1 .
\]

**Solution.** Transposing the power series gives \((e^W)^T=e^{W^T}=e^{-W}\). Since \(W\) and \(-W\) commute, \(e^We^{-W}=e^0=1\).

For the determinant, put \(H=e^{W/2}\), so that \(e^W=H^2\). The matrix \(W/2\) is also antisymmetric, hence \(HH^T=1\) and \((\det H)^2=1\). Therefore \(\det e^W=(\det H)^2=1\).

In the code, `orth` proves orthogonality for any antisymmetric matrix and is applied to both \(W\) and \(W/2\).

```lean
/-- The exponential of an antisymmetric matrix is a proper rotation. -/
theorem isRotation_exp {W : Mat} (hW : Wᵀ = -W) : IsRotation (NormedSpace.exp W) := by
  have orth : ∀ V : Mat, Vᵀ = -V → NormedSpace.exp V * (NormedSpace.exp V)ᵀ = 1 := by
    intro V hV
    rw [← Matrix.exp_transpose, hV,
      ← Matrix.exp_add_of_commute _ _ (Commute.neg_right (Commute.refl V)),
      add_neg_cancel, NormedSpace.exp_zero]
  refine ⟨orth W hW, ?_⟩
  -- the rotation is the square of a half rotation, whose determinant squares to one
  have h2 : NormedSpace.exp W
      = NormedSpace.exp ((1 / 2 : ℝ) • W) * NormedSpace.exp ((1 / 2 : ℝ) • W) := by
    rw [← Matrix.exp_add_of_commute _ _ (Commute.refl _), ← add_smul]
    norm_num
  have d := congrArg Matrix.det (orth ((1 / 2 : ℝ) • W) (by rw [transpose_smul, hW, smul_neg]))
  rw [det_mul, det_transpose, det_one] at d
  rw [h2, det_mul]
  exact d
```

## (b) The rotation at small angle

**Task.** For any real \(3\times3\) matrix \(W\), show that
\[
\left.\frac{d}{dt}\left(e^{tW}\right)_{ij}\right|_{t=0}=W_{ij}.
\]

**Solution.** The matrix exponential satisfies \(\frac{d}{dt}e^{tW}=e^{tW}W\), which equals \(W\) at \(t=0\). Reading off the entry \(ij\) is a linear map on a finite-dimensional space, so it commutes with the derivative.

The proof chooses a matrix norm locally, differentiates the whole exponential, and then composes with the linear map `entry`.

```lean
/-- Each entry of `exp(tW)` has the corresponding entry of `W` as its derivative at `t = 0`. -/
theorem hasDerivAt_exp_entry (W : Mat) (i j : Fin 3) :
    HasDerivAt (fun t : ℝ => NormedSpace.exp (t • W) i j) (W i j) 0 := by
  let _ : NormedRing Mat := Matrix.linftyOpNormedRing
  let _ : NormedAlgebra ℝ Mat := Matrix.linftyOpNormedAlgebra
  have h : HasDerivAt (fun t : ℝ => NormedSpace.exp (t • W))
      (NormedSpace.exp ((0 : ℝ) • W) * W) 0 := by
    apply hasDerivAt_exp_smul_const
  rw [zero_smul, NormedSpace.exp_zero, one_mul] at h
  let entry : Mat →ₗ[ℝ] ℝ :=
    { toFun := fun M => M i j, map_add' := fun _ _ => rfl, map_smul' := fun _ _ => rfl }
  exact (LinearMap.toContinuousLinearMap entry).hasFDerivAt.comp_hasDerivAt (0 : ℝ) h
```

## (c) The derivative along a rigid rotation

**Task.** Let \(A\) be covariant with components differentiable at \(x\), and let \(W^T=-W\). Show that the Raman tensor of the displacements \(Wx_k\) is
\[
DA(x)[Wx]=W A(x)-A(x)W .
\]

**Solution.** Let \(R(t)=e^{tW}\) and follow the rotating molecule \(R(t)x\). It starts at \(x\), and by (b) its velocity at \(t=0\) is \(Wx\). The chain rule gives
\[
\left.\frac{d}{dt}A_{ij}(R(t)x)\right|_{t=0}=DA_{ij}(x)[Wx].
\]
By (a), \(R(t)\) is a rotation for every \(t\), so covariance gives, with \(k\) and \(l\) as Cartesian indices and \(A=A(x)\),
\[
A_{ij}(R(t)x)=\sum_l\Big(\sum_k R_{ik}(t)A_{kl}\Big)R_{jl}(t).
\]
The product rule at \(t=0\), where \(R_{ik}=\delta_{ik}\), yields
\[
\sum_l\Big(\sum_k W_{ik}A_{kl}\Big)\delta_{jl}+\sum_l\Big(\sum_k\delta_{ik}A_{kl}\Big)W_{jl}
=(WA+AW^T)_{ij}=(WA-AW)_{ij}.
\]
Both expressions are the derivative of the same function, so they agree.

The code follows this order: `hmove` is the velocity, `hl` the chain rule, `hr` the product rule, and `hl.unique hr` equates the two results.

In a Raman calculation on an isolated molecule, the derivatives \(\partial A_{ij}/\partial x_{k,m}\) with respect to coordinate \(m\) of atom \(k\) are obtained analytically or by finite differences. For a rotation about axis 2 the contraction is
\[
\sum_k\left(-x_{k,1}\frac{\partial A_{ij}}{\partial x_{k,0}}+x_{k,0}\frac{\partial A_{ij}}{\partial x_{k,1}}\right)=(L_2A-AL_2)_{ij}.
\]
Within this covariant, differentiable model, the rotational part of the polarizability derivatives is thus fixed by the polarizability at the same geometry.

```lean
/-- For a rotation-covariant polarizability with components differentiable at `x`, the Raman
tensor of the rigid rotation with antisymmetric generator `W` is the commutator `WA - AW`. -/
theorem raman_rigid_rotation {N : ℕ} {A : Config N → Mat} {x : Config N}
    (hA : RotationCovariant A) (hd : ∀ i j, DifferentiableAt ℝ (fun y => A y i j) x)
    {W : Mat} (hW : Wᵀ = -W) :
    ramanTensor A x (move W x) = W * A x - A x * W := by
  have hE := hasDerivAt_exp_entry W
  have hmove : HasDerivAt (fun t : ℝ => move (NormedSpace.exp (t • W)) x) (move W x) 0 := by
    rw [hasDerivAt_pi]
    intro k
    rw [hasDerivAt_pi]
    intro i
    simp only [move, mulVec, dotProduct]
    exact HasDerivAt.fun_sum fun j _ => (hE i j).mul_const (x k j)
  have h0 : move (NormedSpace.exp ((0 : ℝ) • W)) x = x := by
    rw [zero_smul, NormedSpace.exp_zero]
    funext k
    exact one_mulVec (x k)
  ext i j
  -- the chain rule along the rotating molecule
  have hl : HasDerivAt (fun t : ℝ => A (move (NormedSpace.exp (t • W)) x) i j)
      (fderiv ℝ (fun y => A y i j) x (move W x)) 0 := by
    have hf : HasFDerivAt (fun y => A y i j) (fderiv ℝ (fun y => A y i j) x)
        (move (NormedSpace.exp ((0 : ℝ) • W)) x) := by
      rw [h0]
      exact (hd i j).hasFDerivAt
    exact hf.comp_hasDerivAt (0 : ℝ) hmove
  -- the product rule applied to the covariance relation
  have hr : HasDerivAt (fun t : ℝ => A (move (NormedSpace.exp (t • W)) x) i j)
      ((W * A x - A x * W) i j) 0 := by
    have hfun : (fun t : ℝ => A (move (NormedSpace.exp (t • W)) x) i j) = fun t : ℝ =>
        ∑ l, (∑ k, NormedSpace.exp (t • W) i k * A x k l) * NormedSpace.exp (t • W) j l := by
      funext t
      rw [hA _ (isRotation_exp (by rw [transpose_smul, hW, smul_neg]))]
      simp only [Matrix.mul_apply, transpose_apply]
    have hc : W * A x - A x * W = W * A x * (1 : Mat)ᵀ + 1 * A x * Wᵀ := by
      rw [hW, transpose_one]
      noncomm_ring
    rw [hfun, hc]
    refine (HasDerivAt.fun_sum (u := Finset.univ) fun l _ =>
      (HasDerivAt.fun_sum (u := Finset.univ) fun k _ =>
        (hE i k).mul_const (A x k l)).fun_mul (hE j l)).congr_deriv ?_
    simp only [zero_smul, NormedSpace.exp_zero, Matrix.add_apply, Matrix.mul_apply,
      transpose_apply, Finset.sum_add_distrib]
  exact hl.unique hr
```

## (d) The axis generators

**Task.** Show that the result of (c) can be applied to each axis generator:
\[
L_k^T=-L_k,\qquad k=0,1,2 .
\]

**Solution.** Each \(L_k\) has exactly two non-zero entries, \(1\) and \(-1\), at positions mirrored in the diagonal. Transposition exchanges them, which changes the sign of the matrix. Lean checks all entries by cases.

```lean
/-- The three axis generators are antisymmetric. -/
theorem axisGen_antisymm (k : Fin 3) : (axisGen k)ᵀ = -axisGen k := by
  fin_cases k <;> ext i j <;> fin_cases i <;> fin_cases j <;> simp [axisGen]
```

## (e) Matrices that commute with the generators

**Task.** Suppose \(L_kS=SL_k\) for \(k=0,1,2\). Show that for some real \(a\)
\[
S=a\,1 .
\]

**Solution.** Compare entries. For \(L_2\), the entries \(02\), \(12\), \(20\), \(21\) and \(01\) give, in turn,
\[
S_{12}=0,\quad S_{02}=0,\quad S_{21}=0,\quad S_{20}=0,\quad S_{11}=S_{00}.
\]
For \(L_0\), the entries \(20\), \(02\) and \(12\) give
\[
S_{10}=0,\quad S_{01}=0,\quad S_{22}=S_{11}.
\]
So \(S=S_{00}\,1\). Symmetry of \(S\) was not used, and two of the generators already suffice.

The hypotheses `s12`, `s02` and so on are these eight equations; `linarith` assembles them entry by entry.

```lean
/-- A 3x3 matrix that commutes with the three axis generators is a multiple of the identity. -/
theorem isotropic_of_commute {S : Mat} (h : ∀ k, axisGen k * S = S * axisGen k) :
    ∃ a : ℝ, S = a • (1 : Mat) := by
  have e := fun k i j => congrFun (congrFun (h k) i) j
  have s12 := e 2 0 2
  have s02 := e 2 1 2
  have s21 := e 2 2 0
  have s20 := e 2 2 1
  have s11 := e 2 0 1
  have s10 := e 0 2 0
  have s01 := e 0 0 2
  have s22 := e 0 1 2
  simp [axisGen, Matrix.mul_apply, Fin.sum_univ_three] at s12 s02 s21 s20 s11 s10 s01 s22
  refine ⟨S 0 0, ?_⟩
  ext i j
  fin_cases i <;> fin_cases j <;> simp <;> linarith
```

## (f) Silence under every rigid rotation

**Task.** With \(A\) covariant and its components differentiable at \(x\), show that
\[
\big(DA(x)[Wx]=0\ \text{ for all } W^T=-W\big)\iff A(x)=a\,1\ \text{ for some } a\in\mathbb R .
\]

**Solution.** If all these Raman tensors vanish, take \(W=L_k\), which (d) permits. By (c), \(L_kA(x)-A(x)L_k=0\) for each \(k\), and (e) gives \(A(x)=a\,1\). Conversely, a multiple of the identity commutes with every \(W\), so (c) gives zero. The two branches after `constructor` are these two directions.

The quantifier over \(W\) matters. A symmetric top such as ammonia, with its symmetry axis along axis 2 and \(A=\mathrm{diag}(\alpha_\perp,\alpha_\perp,\alpha_\parallel)\), is silent under rotation about that axis even when \(\alpha_\parallel\ne\alpha_\perp\).

Covariance under rotations about a single axis would not be enough. The constant function \(A(y)=\mathrm{diag}(1,0,0)\) is covariant under rotations about axis 0, and all its derivatives vanish, yet it is not a multiple of the identity. It describes an anisotropic background fixed in the laboratory.

```lean
/-- For a rotation-covariant polarizability with components differentiable at `x`, the Raman
tensors of all rigid rotations vanish iff `A(x)` is a multiple of the identity. -/
theorem raman_silent_iff_isotropic {N : ℕ} {A : Config N → Mat} {x : Config N}
    (hA : RotationCovariant A) (hd : ∀ i j, DifferentiableAt ℝ (fun y => A y i j) x) :
    (∀ W : Mat, Wᵀ = -W → ramanTensor A x (move W x) = 0) ↔ ∃ a : ℝ, A x = a • (1 : Mat) := by
  constructor
  · intro h
    refine isotropic_of_commute fun k => sub_eq_zero.mp ?_
    rw [← raman_rigid_rotation hA hd (axisGen_antisymm k)]
    exact h _ (axisGen_antisymm k)
  · rintro ⟨a, ha⟩ W hW
    rw [raman_rigid_rotation hA hd hW, ha, Matrix.mul_smul, Matrix.smul_mul, mul_one, one_mul,
      sub_self]
```

## (g) Symmetry and trace

**Task.** Assume also \(A(x)^T=A(x)\). For \(M=DA(x)[Wx]\) with \(W^T=-W\), show that
\[
M^T=M,\qquad \mathrm{tr}\,M=0 .
\]

**Solution.** Write \(A=A(x)\). By (c), \(M=WA-AW\), so
\[
M^T=A^TW^T-W^TA^T=-AW+WA=M .
\]
The trace vanishes because \(\mathrm{tr}(WA)=\mathrm{tr}(AW)\). This agrees with an exact statement: covariance gives \(\mathrm{tr}\,A(Rx)=\mathrm{tr}\,A(x)\), so a rotation of any size leaves the mean polarizability \(\tfrac13\mathrm{tr}\,A\) unchanged.

Lean rewrites with (c) and then uses the transpose rules and the cyclic property `trace_mul_comm`.

```lean
/-- If moreover `A(x)` is symmetric, the Raman tensor of a rigid rotation is symmetric and
traceless. -/
theorem raman_symmetric_traceless {N : ℕ} {A : Config N → Mat} {x : Config N}
    (hA : RotationCovariant A) (hd : ∀ i j, DifferentiableAt ℝ (fun y => A y i j) x)
    (hS : (A x)ᵀ = A x) {W : Mat} (hW : Wᵀ = -W) :
    (ramanTensor A x (move W x))ᵀ = ramanTensor A x (move W x) ∧
      (ramanTensor A x (move W x)).trace = 0 := by
  rw [raman_rigid_rotation hA hd hW]
  constructor
  · rw [transpose_sub, transpose_mul, transpose_mul, hS, hW]
    noncomm_ring
  · rw [trace_sub, trace_mul_comm, sub_self]
```

## (h) Total strength over the three axes

**Task.** Under the assumptions of (g) on \(A\), show that
\[
\sum_{k}\sum_{i,j}\big(DA_{ij}(x)[L_kx]\big)^2=4\,\gamma^2(A(x)).
\]

**Solution.** Let \(S=A(x)\) and \(C_k=L_kS-SL_k\). By (g), \(C_k\) is symmetric, so its squared components sum to
\[
\mathrm{tr}\,C_k^2=2\,\mathrm{tr}(L_kSL_kS)-2\,\mathrm{tr}(L_k^2S^2).
\]
The generators satisfy \(\sum_kL_k^2=-2\cdot1\) and, for symmetric \(S\), \(\sum_kL_kSL_k=S-(\mathrm{tr}\,S)\,1\). Hence
\[
\sum_k\mathrm{tr}\,C_k^2=2\,\mathrm{tr}\,S^2-2(\mathrm{tr}\,S)^2+4\,\mathrm{tr}\,S^2
=6\,\mathrm{tr}\,S^2-2(\mathrm{tr}\,S)^2=4\gamma^2(S).
\]
For the symmetric top in (f), rotations about axes 0 and 1 each contribute \(2(\alpha_\parallel-\alpha_\perp)^2\), and axis 2 contributes nothing.

The code takes a coordinate route to the same identity: it inserts (c), uses symmetry to leave six independent components, and compares the two polynomials with `ring`.

```lean
/-- For a rotation-covariant polarizability, differentiable and symmetric at `x`, the squared
Raman components summed over rotations about the three axes are four times the squared
anisotropy. -/
theorem raman_sum_eq_anisotropy {N : ℕ} {A : Config N → Mat} {x : Config N}
    (hA : RotationCovariant A) (hd : ∀ i j, DifferentiableAt ℝ (fun y => A y i j) x)
    (hS : (A x)ᵀ = A x) :
    ∑ k, ∑ i, ∑ j, ramanTensor A x (move (axisGen k) x) i j ^ 2 = 4 * anisotropySq (A x) := by
  simp_rw [fun k => raman_rigid_rotation hA hd (axisGen_antisymm k)]
  generalize A x = S at hS ⊢
  have s10 : S 1 0 = S 0 1 := congrFun (congrFun hS 0) 1
  have s20 : S 2 0 = S 0 2 := congrFun (congrFun hS 0) 2
  have s21 : S 2 1 = S 1 2 := congrFun (congrFun hS 1) 2
  simp [anisotropySq, Matrix.trace, axisGen, Matrix.mul_apply, Fin.sum_univ_three, s10, s20, s21]
  ring
```

## (i) A function that meets the assumptions

**Task.** For every \(N\), let \(P(x)=\sum_kx_kx_k^T\). Show that its components are differentiable everywhere and that
\[
P(Rx)=R\,P(x)\,R^T,\qquad P(x)^T=P(x)
\]
for every rotation \(R\).

**Solution.** Each term transforms as \((Rx_k)(Rx_k)^T=R\,x_kx_k^T\,R^T\), and summing gives covariance. Symmetry follows from \(x_{k,i}x_{k,j}=x_{k,j}x_{k,i}\). The components are polynomials in the coordinates, hence differentiable.

This \(P\) is a mathematical example, not a realistic molecular polarizability. One atom at \(e_0\) gives \(P=\mathrm{diag}(1,0,0)\), so the assumptions also admit anisotropic cases. The three bullets of the proof treat covariance, symmetry and differentiability.

```lean
/-- The model polarizability `∑ₖ xₖ xₖᵀ` built from the atomic positions. -/
def modelPolarizability {N : ℕ} (x : Config N) : Mat :=
  Matrix.of fun i j => ∑ k, x k i * x k j

/-- The model polarizability is rotation covariant, symmetric, and differentiable in every
component. -/
theorem modelPolarizability_witness (N : ℕ) :
    RotationCovariant (modelPolarizability (N := N)) ∧
      ∀ x : Config N, (modelPolarizability x)ᵀ = modelPolarizability x ∧
        ∀ i j, DifferentiableAt ℝ (fun y : Config N => modelPolarizability y i j) x := by
  refine ⟨fun R _ x => ?_, fun x => ⟨?_, fun i j => ?_⟩⟩
  · ext i j
    simp only [modelPolarizability, move, mulVec, dotProduct, Matrix.mul_apply, Matrix.of_apply,
      transpose_apply, Fin.sum_univ_three, Finset.mul_sum, Finset.sum_mul,
      ← Finset.sum_add_distrib]
    exact Finset.sum_congr rfl fun k _ => by ring
  · ext i j
    simp only [modelPolarizability, transpose_apply, Matrix.of_apply]
    exact Finset.sum_congr rfl fun k _ => by ring
  · simp only [modelPolarizability, Matrix.of_apply]
    fun_prop

end

end RigidRotationRaman
```

```lean
#print axioms RigidRotationRaman.raman_silent_iff_isotropic
-- 'RigidRotationRaman.raman_silent_iff_isotropic' depends on axioms: [propext, Classical.choice, Quot.sound]
#print axioms RigidRotationRaman.raman_symmetric_traceless
-- 'RigidRotationRaman.raman_symmetric_traceless' depends on axioms: [propext, Classical.choice, Quot.sound]
#print axioms RigidRotationRaman.raman_sum_eq_anisotropy
-- 'RigidRotationRaman.raman_sum_eq_anisotropy' depends on axioms: [propext, Classical.choice, Quot.sound]
```
